# The shell-weighted squared Fröhlich coupling is the sign-reversed integrand of the second-order energy shift at rest times the energy denominator

In the Fröhlich model an electron of band mass m couples to phonons of a single energy w = ħω. Wavevectors q are measured in inverse polaron radii, the radius being √(ħ/(2mω)), and the volume is one cubic polaron radius. The declaration takes the squared coupling 4πaw²/q², with dimensionless coupling constant a, and weights it by the shell density 4πq²/(2π)³. It states that the result equals (2aw/π) · 1/(1 + q²) times w + wq². In physical terms, the first factor is the radial integrand, without its minus sign, of the second-order energy shift of an electron at rest, and w + wq² is the energy denominator of that shift. The identity is proved pointwise, for any real a and w and any nonzero real q; the shift itself is not defined and no integral is taken. The attempt shows in `hl` that the left side is 2aw²/π and in `hr` that 1/(1 + q²) times the denominator is w, then tries to combine the two by rewriting.

The failing Lean file:

```lean
import Mathlib

open Filter
open scoped Real Topology

namespace ShellCoupling

noncomputable section

/-- Squared Fröhlich coupling for coupling constant `a`, phonon energy `w` and wavevector
`q ≠ 0`, with `q` in inverse polaron radii. -/
def couplingSq (a w q : ℝ) : ℝ := 4 * π * a * w ^ 2 / q ^ 2

/-- For `q ≠ 0`, the squared coupling weighted by the density of wavevectors on a spherical shell
equals the radial integrand of the shift, taken without its minus sign, times the energy denominator
`w + w q²`. -/
theorem shell_coupling (a w : ℝ) {q : ℝ} (hq : q ≠ 0) :
    4 * π * q ^ 2 / (2 * π) ^ 3 * couplingSq a w q
      = 2 * a * w / π * (1 / (1 + q ^ 2)) * (w + w * q ^ 2) := by
  have h1 : 1 + q ^ 2 ≠ 0 := by positivity
  have hp : π ≠ 0 := Real.pi_ne_zero
  -- the singular coupling cancels against the area of the shell
  have hl : 4 * π * q ^ 2 / (2 * π) ^ 3 * couplingSq a w q = 2 * a * w ^ 2 / π := by
    unfold couplingSq
    field_simp
    ring
  have hr : 1 / (1 + q ^ 2) * (w + w * q ^ 2) = w := by
    rw [show w + w * q ^ 2 = (1 + q ^ 2) * w by ring, ← mul_assoc,
      one_div_mul_cancel h1, one_mul]
  rw [hl, mul_assoc, hr]
  ring

end

end ShellCoupling
```

Messages:

```
Main.lean:30:21: error: Tactic `rewrite` failed: Did not find an occurrence of the pattern
  1 / (1 + q ^ 2) * (w + w * q ^ 2)
in the target expression
  2 * (a * w ^ 2) / π = 2 * a * w / π * (1 / (1 + q ^ 2)) * (w + w * q ^ 2)

a w q : ℝ
hq : q ≠ 0
h1 : 1 + q ^ 2 ≠ 0
hp : π ≠ 0
hl : 4 * π * q ^ 2 / (2 * π) ^ 3 * couplingSq a w q = 2 * a * w ^ 2 / π
hr : 1 / (1 + q ^ 2) * (w + w * q ^ 2) = w
⊢ 2 * (a * w ^ 2) / π = 2 * a * w / π * (1 / (1 + q ^ 2)) * (w + w * q ^ 2)
```

Diagnosis. The error says that `rw` could not find the left side of `hr`, the product `1 / (1 + q ^ 2) * (w + w * q ^ 2)`, in the goal. Those factors do stand next to each other on the right of the equation, but multiplication associates to the left, so `1 / (1 + q ^ 2)` is grouped with `2 * a * w / π` and the product is not a subterm. The `mul_assoc` before `hr` was meant to regroup them. Given no arguments, it matched a different product, the numerator `2 * a * w ^ 2` that `hl` had just put on the left. The printed goal shows this numerator as `2 * (a * w ^ 2)`, with the right side unchanged.

The repair gives `mul_assoc` its first factor, `2 * a * w / π`. The numerator no longer matches, and the rewrite regroups the right side so that the product in `hr` appears as a subterm. `hr` then replaces it by `w`, and `ring` proves the remaining equality.

The repair, with which the file compiles:

```diff
@@ -28,5 +28,5 @@
     rw [show w + w * q ^ 2 = (1 + q ^ 2) * w by ring, ← mul_assoc,
       one_div_mul_cancel h1, one_mul]
-  rw [hl, mul_assoc, hr]
+  rw [hl, mul_assoc (2 * a * w / π), hr]
   ring
 
```
